# One spin in singlets with two others: all three angular momenta annihilate the state

Take three mutually commuting angular momenta $\mathbf J_0,\mathbf J_1,\mathbf J_2$ on a complex vector space. If every component of $\mathbf J_0+\mathbf J_1$ and every component of $\mathbf J_1+\mathbf J_2$ annihilates a vector $v$, then every component of each $\mathbf J_k$ annihilates $v$. If, in addition, one of the three particles has definite spin $s>0$ in $v$, then $v=0$.

## Singlets on two overlapping pairs

Two particles are in a singlet when their total angular momentum annihilates the state. Two electrons can do this with each spin still active: in $(|{\uparrow\downarrow}\rangle-|{\downarrow\uparrow}\rangle)/\sqrt2$ the total spin vanishes, but neither electron's spin does. The question is whether particle 1 can be in such a singlet with particle 0 and with particle 2 at once.

For three localised spins of equal size $s>0$, with antiferromagnetic Heisenberg couplings between 0 and 1 and between 1 and 2, a negative answer means that no state minimises both bond energies, since each is lowest exactly in the singlet of its pair.

## The statement and its Lean form

Write $J_{ka}$ for Cartesian component $a$ of the angular momentum of particle $k$, in units of $\hbar$. Both indices run over $0,1,2$, and the components $0,1,2$ are $x,y,z$. In Lean this is `J : Fin 3 → Fin 3 → Module.End ℂ V`, a table of linear operators on a complex vector space `V`.

The hypothesis `ThreeSpins J` collects the algebra:

- For each particle, $[J_{k0},J_{k1}]=iJ_{k2}$, together with the two cyclic relations. These are the fields `xy`, `yz` and `zx`.
- For $k\ne m$, every component of particle $k$ commutes with every component of particle $m$. This is the field `comm`, and it expresses that the particles are separate degrees of freedom.

The theorem `shared_singlet_trivial` takes these relations and the two singlet conditions, `h01` and `h12`, and concludes $J_{ka}v=0$ for all $k$ and $a$. No inner product, Hermiticity or finite dimension is assumed. The operators must, however, be defined on all of `V`, so for unbounded operators `V` has to be a common domain that they map into itself. The conditions are exact, and nothing is said about states that are only close to singlets.

The theorem `no_shared_singlet_of_pos_spin` adds the condition $\sum_a J_{ka}^2v=s(s+1)v$ for one particle $k$ and a real number $s>0$. It is a condition on $v$ alone, and no separate condition is assumed for the other two particles: the singlet conditions already give $\sum_a J_{0a}^2v=\sum_a J_{1a}^2v=\sum_a J_{2a}^2v$.

## Reversing the order of two components

The singlet conditions give $J_{0a}v=-J_{1a}v$ and $J_{1a}v=-J_{2a}v$ for every $a$. Since different particles commute,

$$J_{0a}J_{0b}v=-J_{0a}J_{1b}v=-J_{1b}J_{0a}v=J_{1b}J_{1a}v .$$

Passing from particle 0 to particle 1 has reversed the order of the components. The same step from particle 1 to particle 2 reverses it again:

$$J_{1b}J_{1a}v=J_{2a}J_{2b}v,\qquad\text{so}\qquad J_{0a}J_{0b}v=J_{2a}J_{2b}v .$$

There is also a direct passage from 0 to 2. The two conditions together give $J_{0c}v=J_{2c}v$ for every $c$, hence

$$J_{0b}J_{0a}v=J_{0b}J_{2a}v=J_{2a}J_{0b}v=J_{2a}J_{2b}v .$$

The two results have the same right-hand side, so

$$[J_{0a},J_{0b}]v=0 .$$

For $(a,b)=(1,2),(2,0),(0,1)$ the commutator is $iJ_{0c}$ with $c=0,1,2$ respectively. Therefore $J_{0c}v=0$ for every $c$. The first singlet condition then gives $J_{1c}v=0$, and the second gives $J_{2c}v=0$.

If particle $k$ has definite spin $s>0$ in $v$, then

$$s(s+1)v=\sum_a J_{ka}J_{ka}v=0 .$$

Since $s(s+1)\neq0$, it follows that $v=0$.

## Three sites with at most one electron each

A small model shows what the hypotheses allow. Each of three sites is empty (0) or holds one electron with spin up (1) or down (2). A wavefunction assigns an amplitude to each of the 27 configurations $\sigma$. A $3\times3$ matrix $S$ acts on site $k$ by

$$(S^{(k)}\psi)(\sigma)=\sum_l S_{\sigma_k l}\,\psi(\sigma\text{ with }\sigma_k\text{ replaced by }l).$$

The spin matrices are half the Pauli matrices on the electron states and zero on the empty state. They obey the angular momentum algebra, and matrices acting on different sites commute. The model contains only these spin operators, with no hopping and no double occupancy.

The vacuum $|000\rangle$ is nonzero, and every site spin annihilates it, so it satisfies both singlet conditions. Without the positive-spin condition, then, $v=0$ does not follow.

With only one singlet condition, the spins need not vanish. Put a singlet on sites 0 and 1 and leave site 2 empty:

$$|\psi\rangle=\frac{|{\uparrow\downarrow}0\rangle-|{\downarrow\uparrow}0\rangle}{\sqrt2}.$$

The $z$ component of the total spin of sites 0 and 1 gives $\tfrac12-\tfrac12=0$ on each term. The raising operator turns both terms into $|{\uparrow\uparrow}0\rangle$, and the lowering operator turns both into $|{\downarrow\downarrow}0\rangle$; the minus sign cancels them. The $x$ and $y$ components are combinations of these two operators, so they annihilate the state too. Yet

$$J_{02}|\psi\rangle=\frac{|{\uparrow\downarrow}0\rangle+|{\downarrow\uparrow}0\rangle}{2\sqrt2}\neq0 .$$

The Lean vector `singlet` omits the factor $1/\sqrt2$, which affects neither conclusion.

## The complete file

```lean
import Mathlib

open Complex

namespace SharedSinglets

noncomputable section

variable {V : Type*} [AddCommGroup V] [Module ℂ V]

/-- Three mutually commuting angular momenta: `J k a` is the Cartesian component `a`
of the angular momentum of particle `k`, in units of the reduced Planck constant. -/
structure ThreeSpins (J : Fin 3 → Fin 3 → Module.End ℂ V) : Prop where
  xy : ∀ k, J k 0 * J k 1 - J k 1 * J k 0 = I • J k 2
  yz : ∀ k, J k 1 * J k 2 - J k 2 * J k 1 = I • J k 0
  zx : ∀ k, J k 2 * J k 0 - J k 0 * J k 2 = I • J k 1
  comm : ∀ k m, k ≠ m → ∀ a b, J k a * J m b = J m b * J k a

/-- If the sum of two commuting operator triples annihilates `v`, a product of two components
of the first acts on `v` as the product of the same components of the second in reverse order. -/
theorem singlet_reverses_order {A B : Fin 3 → Module.End ℂ V} {v : V}
    (hAB : ∀ a b, A a * B b = B b * A a) (h : ∀ a, (A a + B a) v = 0) (a b : Fin 3) :
    A a (A b v) = B b (B a v) := by
  have hv : ∀ c, A c v = -B c v := fun c => eq_neg_of_add_eq_zero_left (h c)
  have hc : A a (B b v) = B b (A a v) := LinearMap.congr_fun (hAB a b) v
  rw [hv b, map_neg, hc, hv a, map_neg, neg_neg]

/-- If particle 1 forms a singlet with particle 0 and with particle 2, all commutators of
components of the angular momentum of particle 0 annihilate the state. -/
theorem commutator_annihilates {J : Fin 3 → Fin 3 → Module.End ℂ V} (hJ : ThreeSpins J) {v : V}
    (h01 : ∀ a, (J 0 a + J 1 a) v = 0) (h12 : ∀ a, (J 1 a + J 2 a) v = 0) (a b : Fin 3) :
    (J 0 a * J 0 b - J 0 b * J 0 a) v = 0 := by
  -- two reversals: from particle 0 to 1 and from 1 to 2
  have e1 := singlet_reverses_order (hJ.comm 0 1 (by decide)) h01 a b
  have e2 := singlet_reverses_order (hJ.comm 1 2 (by decide)) h12 b a
  -- one reversal: directly from particle 0 to 2
  have hv : ∀ c, J 0 c v = J 2 c v := fun c => by
    have p : J 0 c v + J 1 c v = 0 := h01 c
    have q : J 1 c v + J 2 c v = 0 := h12 c
    rw [eq_neg_of_add_eq_zero_left p, eq_neg_of_add_eq_zero_right q]
  have hc : J 0 b (J 2 a v) = J 2 a (J 0 b v) :=
    LinearMap.congr_fun (hJ.comm 0 2 (by decide) b a) v
  have e3 : J 0 b (J 0 a v) = J 2 a (J 2 b v) := by rw [hv a, hc, hv b]
  change J 0 a (J 0 b v) - J 0 b (J 0 a v) = 0
  rw [e1, e2, e3, sub_self]

/-- If the total angular momenta of particles 0 and 1 and of particles 1 and 2 both annihilate
a state, then every component of each of the three angular momenta annihilates it. -/
theorem shared_singlet_trivial {J : Fin 3 → Fin 3 → Module.End ℂ V} (hJ : ThreeSpins J) {v : V}
    (h01 : ∀ a, (J 0 a + J 1 a) v = 0) (h12 : ∀ a, (J 1 a + J 2 a) v = 0) :
    ∀ k a, J k a v = 0 := by
  have key : ∀ a b c, J 0 a * J 0 b - J 0 b * J 0 a = I • J 0 c → J 0 c v = 0 := by
    intro a b c h
    have h0 := commutator_annihilates hJ h01 h12 a b
    rw [h, LinearMap.smul_apply] at h0
    exact (smul_eq_zero.mp h0).resolve_left I_ne_zero
  have z0 : ∀ a, J 0 a v = 0 := by
    intro a
    fin_cases a
    · exact key 1 2 0 (hJ.yz 0)
    · exact key 2 0 1 (hJ.zx 0)
    · exact key 0 1 2 (hJ.xy 0)
  -- the singlet conditions carry the result to the other two particles
  have z1 : ∀ a, J 1 a v = 0 := fun a => by
    have p : J 0 a v + J 1 a v = 0 := h01 a
    rwa [z0 a, zero_add] at p
  have z2 : ∀ a, J 2 a v = 0 := fun a => by
    have p : J 1 a v + J 2 a v = 0 := h12 a
    rwa [z1 a, zero_add] at p
  intro k a
  fin_cases k
  · exact z0 a
  · exact z1 a
  · exact z2 a

/-- If one of the three particles has definite spin `s > 0` in the vector `v`, and particle 1
forms singlets with both others in `v`, then `v` is zero. -/
theorem no_shared_singlet_of_pos_spin {J : Fin 3 → Fin 3 → Module.End ℂ V} (hJ : ThreeSpins J)
    {v : V} (h01 : ∀ a, (J 0 a + J 1 a) v = 0) (h12 : ∀ a, (J 1 a + J 2 a) v = 0)
    (k : Fin 3) {s : ℝ} (hs : 0 < s)
    (hspin : ∑ a, J k a (J k a v) = ((s * (s + 1) : ℝ) : ℂ) • v) : v = 0 := by
  have h := shared_singlet_trivial hJ h01 h12 k
  have h0 : ((s * (s + 1) : ℝ) : ℂ) • v = 0 := by
    rw [← hspin]
    exact Finset.sum_eq_zero fun a _ => by rw [h a, map_zero]
  have hne : ((s * (s + 1) : ℝ) : ℂ) ≠ 0 := ofReal_ne_zero.mpr (by positivity)
  exact (smul_eq_zero.mp h0).resolve_left hne

/-- Wavefunctions on three sites, each of which is empty (0) or holds one electron with
spin up (1) or down (2). -/
abbrev Wave := (Fin 3 → Fin 3) → ℂ

/-- The operator on three-site wavefunctions that acts by the matrix `S` on site `k`. -/
def siteOp (k : Fin 3) (S : Matrix (Fin 3) (Fin 3) ℂ) : Module.End ℂ Wave where
  toFun ψ := fun σ => ∑ l, S (σ k) l * ψ (Function.update σ k l)
  map_add' ψ φ := by
    funext σ
    simp only [Pi.add_apply, mul_add, Finset.sum_add_distrib]
  map_smul' c ψ := by
    funext σ
    simp only [Pi.smul_apply, smul_eq_mul, RingHom.id_apply, Finset.mul_sum]
    exact Finset.sum_congr rfl fun l _ => by ring

/-- The spin matrices of one site: zero on the empty state, spin 1/2 on the electron states. -/
def electronSpin : Fin 3 → Matrix (Fin 3) (Fin 3) ℂ :=
  ![!![0, 0, 0; 0, 0, 1/2; 0, 1/2, 0],
    !![0, 0, 0; 0, 0, -I/2; 0, I/2, 0],
    !![0, 0, 0; 0, 1/2, 0; 0, 0, -1/2]]

/-- Component `a` of the electron spin on site `k`. -/
def siteSpin (k a : Fin 3) : Module.End ℂ Wave := siteOp k (electronSpin a)

/-- The state with all three sites empty. -/
def vacuum : Wave := fun σ => if σ = 0 then 1 else 0

/-- The unnormalised singlet of two electrons on sites 0 and 1, with site 2 empty. -/
def singlet : Wave := fun σ =>
  (!![0, 0, 0; 0, 0, 1; 0, -1, 0] : Matrix (Fin 3) (Fin 3) ℂ) (σ 0) (σ 1) *
    (if σ 2 = 0 then 1 else 0)

/-- A commutation relation between one-site matrices carries over to the site operators. -/
theorem siteOp_commutator (k : Fin 3) {S T U : Matrix (Fin 3) (Fin 3) ℂ}
    (h : S * T - T * S = I • U) :
    siteOp k S * siteOp k T - siteOp k T * siteOp k S = I • siteOp k U := by
  have hmul : ∀ A B, siteOp k A * siteOp k B = siteOp k (A * B) := by
    intro A B
    refine LinearMap.ext fun ψ => funext fun σ => ?_
    change ∑ l, A (σ k) l * (∑ m, B (Function.update σ k l k) m *
      ψ (Function.update (Function.update σ k l) k m)) =
      ∑ m, (A * B) (σ k) m * ψ (Function.update σ k m)
    simp only [Function.update_self, Function.update_idem, Matrix.mul_apply,
      Finset.mul_sum, Finset.sum_mul]
    rw [Finset.sum_comm]
    exact Finset.sum_congr rfl fun m _ => Finset.sum_congr rfl fun l _ => by ring
  rw [hmul, hmul]
  refine LinearMap.ext fun ψ => funext fun σ => ?_
  change ∑ l, (S * T) (σ k) l * ψ (Function.update σ k l) -
    ∑ l, (T * S) (σ k) l * ψ (Function.update σ k l) =
    I * ∑ l, U (σ k) l * ψ (Function.update σ k l)
  rw [← Finset.sum_sub_distrib, Finset.mul_sum]
  refine Finset.sum_congr rfl fun l _ => ?_
  have e := congrFun (congrFun h (σ k)) l
  simp only [Matrix.sub_apply, Matrix.smul_apply, smul_eq_mul] at e
  linear_combination ψ (Function.update σ k l) * e

/-- The electron spins on the three sites are mutually commuting angular momenta. -/
theorem siteSpin_threeSpins : ThreeSpins siteSpin := by
  refine ⟨fun k => siteOp_commutator k ?_, fun k => siteOp_commutator k ?_,
    fun k => siteOp_commutator k ?_, ?_⟩
  iterate 3
    · ext i j
      fin_cases i <;> fin_cases j <;>
        simp [electronSpin] <;>
        first
          | ring1
          | linear_combination (1/2 : ℂ) * I_sq
          | linear_combination (-1/2 : ℂ) * I_sq
  · intro k m h a b
    refine LinearMap.ext fun ψ => funext fun σ => ?_
    change ∑ l, electronSpin a (σ k) l * (∑ n, electronSpin b (Function.update σ k l m) n *
      ψ (Function.update (Function.update σ k l) m n)) =
      ∑ n, electronSpin b (σ m) n * (∑ l, electronSpin a (Function.update σ m n k) l *
      ψ (Function.update (Function.update σ m n) k l))
    simp only [Function.update_of_ne h, Function.update_of_ne h.symm, Finset.mul_sum]
    rw [Finset.sum_comm]
    refine Finset.sum_congr rfl fun n _ => Finset.sum_congr rfl fun l _ => ?_
    rw [Function.update_comm h l n σ]
    ring

/-- The site spins are mutually commuting angular momenta, and the vacuum of the three-site model is
a nonzero state annihilated by the total spin of sites 0 and 1 and by that of sites 1 and 2. -/
theorem shared_singlet_witness : ThreeSpins siteSpin ∧ vacuum ≠ 0 ∧
    (∀ a, (siteSpin 0 a + siteSpin 1 a) vacuum = 0) ∧
    (∀ a, (siteSpin 1 a + siteSpin 2 a) vacuum = 0) := by
  have hz : ∀ k a, siteSpin k a vacuum = 0 := by
    intro k a
    funext σ
    change ∑ l, electronSpin a (σ k) l * vacuum (Function.update σ k l) = 0
    refine Finset.sum_eq_zero fun l _ => ?_
    by_cases hl : l = 0
    · have h0 : ∀ i, electronSpin a i 0 = 0 := by
        intro i
        fin_cases a <;> fin_cases i <;> simp [electronSpin]
      rw [hl, h0, zero_mul]
    · have hne : Function.update σ k l ≠ 0 := fun h => hl (by
        have e := congrFun h k
        rwa [Function.update_self] at e)
      rw [vacuum, if_neg hne, mul_zero]
  refine ⟨siteSpin_threeSpins, fun h => ?_, fun a => ?_, fun a => ?_⟩
  · have e := congrFun h 0
    simp [vacuum] at e
  · rw [LinearMap.add_apply, hz, hz, add_zero]
  · rw [LinearMap.add_apply, hz, hz, add_zero]

/-- The two-electron singlet on sites 0 and 1 is annihilated by the total spin of these sites,
but not by the z component of the spin on site 0. -/
theorem one_singlet_not_enough :
    (∀ a, (siteSpin 0 a + siteSpin 1 a) singlet = 0) ∧ siteSpin 0 2 singlet ≠ 0 := by
  constructor
  · intro a
    funext σ
    change ∑ l, electronSpin a (σ 0) l * singlet (Function.update σ 0 l) +
      ∑ l, electronSpin a (σ 1) l * singlet (Function.update σ 1 l) = 0
    simp only [singlet, Function.update_self,
      Function.update_of_ne (show (1 : Fin 3) ≠ 0 by decide),
      Function.update_of_ne (show (2 : Fin 3) ≠ 0 by decide),
      Function.update_of_ne (show (0 : Fin 3) ≠ 1 by decide),
      Function.update_of_ne (show (2 : Fin 3) ≠ 1 by decide)]
    generalize (if σ 2 = 0 then (1 : ℂ) else 0) = d
    generalize σ 0 = i
    generalize σ 1 = j
    fin_cases a <;> fin_cases i <;> fin_cases j <;>
      simp [electronSpin, Fin.sum_univ_succ] <;> ring1
  · intro h
    -- the amplitude for up on site 0 and down on site 1 survives
    have e := congrFun h ![1, 2, 0]
    change ∑ l, electronSpin 2 1 l * singlet (Function.update ![1, 2, 0] 0 l) = 0 at e
    simp only [singlet, Function.update_self,
      Function.update_of_ne (show (1 : Fin 3) ≠ 0 by decide),
      Function.update_of_ne (show (2 : Fin 3) ≠ 0 by decide)] at e
    simp [electronSpin, Fin.sum_univ_succ] at e

end

end SharedSinglets
```

```lean
#print axioms SharedSinglets.no_shared_singlet_of_pos_spin
-- 'SharedSinglets.no_shared_singlet_of_pos_spin' depends on axioms: [propext, Classical.choice, Quot.sound]
#print axioms SharedSinglets.one_singlet_not_enough
-- 'SharedSinglets.one_singlet_not_enough' depends on axioms: [propext, Classical.choice, Quot.sound]
```

## How the general proof runs

`singlet_reverses_order` is the first displayed chain, stated for any two commuting operator triples `A` and `B`; it does not use the angular momentum algebra. The auxiliary `hv` turns the singlet condition into $A_cv=-B_cv$, and `hc` is the commutation relation applied to $v$. The rewriting then follows the chain from left to right.

`commutator_annihilates` uses this lemma twice. In `e1` it passes from particle 0 to particle 1, and in `e2` from particle 1 to particle 2 with the components exchanged. The direct passage is `e3`, built from $J_{0c}v=J_{2c}v$ and the commutation of particles 0 and 2. Substituting all three leaves a vector minus itself.

In `shared_singlet_trivial`, the auxiliary `key` says that whenever a commutator of particle 0 equals $iJ_{0c}$, the vector $J_{0c}v$ is zero; the factor $i$ can be removed because it is nonzero. The three cases of `z0` supply the three commutation relations of particle 0. Then `z1` and `z2` carry the result to the other particles through the singlet conditions. The relations `xy`, `yz` and `zx` are needed here only for particle 0.

`no_shared_singlet_of_pos_spin` shows that each term of $\sum_aJ_{ka}^2v$ vanishes and then divides out the nonzero number $s(s+1)$.

## How the site model is checked

`siteOp_commutator` transfers a matrix commutator to the operators on one site. Its inner statement `hmul` shows that applying two matrices in succession on the same site is the same as applying their product: the second replacement of $\sigma_k$ overwrites the first, and exchanging the sums gives matrix multiplication.

`siteSpin_threeSpins` checks the three spin commutators entry by entry, using $i^2=-1$ where needed. For different sites it exchanges the two sums and uses the fact that replacements at distinct sites can be made in either order.

`shared_singlet_witness` proves that every site spin annihilates the vacuum. In the sum over $l$, the term $l=0$ vanishes because the spin matrices have a zero first column, and the other terms vanish because the vacuum has no amplitude on an occupied configuration. The amplitude 1 at the empty configuration shows that the vacuum is nonzero.

`one_singlet_not_enough` verifies the first claim for each component and each pair of states on sites 0 and 1, with the factor for site 2 kept general. For the second, it evaluates $J_{02}$ on the singlet at the configuration `![1, 2, 0]`, up on site 0 and down on site 1. The amplitude there is $1/2$ for the unnormalised vector, or $1/(2\sqrt2)$ after normalisation, so the result is not the zero vector.
